# In an invariant-mass two-body model, reduced-mass substitution misses $-(\mu x)^2/(2(M+m))$ at leading order

The energy of the pair is taken to be an invariant mass. With $c=1$, a particle of mass $M$ is at rest and one of mass $m$ has energy $m(1+x)$, where $x$ is the Dirac binding factor, negative for a bound state. This gives

$$E^2=m^2+M^2+2Mm(1+x)=(M+m)^2+2mMx .$$

The postulate keeps the free-particle relation between energy and momentum and lets binding enter only through $x$. For $-1\le x<0$ this is a formal continuation, since the momentum squared would be negative.

## The energy left over after reduced-mass scaling

Write $S=M+m$, $\mu=mM/S$ and $R(x)=E-S-\mu x$. In Lean, $\mu$, $E$ and $R$ are `reducedMass`, `twoBodyMass` and `recoilTerm`. For $m,M>0$,

$$\lim_{x\to0,\;x\ne0}\frac{R(x)}{x^2}=-\frac{\mu^2}{2S}.$$

This is `recoilTerm_div_sq_tendsto`, where `𝓝[≠] 0` means that $x$ approaches zero without equalling it. For $-1\le x\le0$, `recoilTerm_le_leading` adds the bound $R\le-(\mu x)^2/(2S)$.

## One-electron codes that rescale by $\mu/m$

A code that solves the Dirac equation for a fixed nucleus and multiplies the binding energy $mx$, counted here as negative for a bound state, by $\mu/m$ returns $\mu x$. In this two-body model, $R$ is the correction still to be added. For bound states, the leading term alone never overstates its magnitude.

Computing $R$ from its definition subtracts nearly equal numbers when $x$ is small. The closed form derived below avoids that subtraction.

## From the square of the energy to the closed form

Let $B=E-S$ and $x\ge-1$, so that the expression under the root is positive. Since $mM=\mu S$,

$$E^2-S^2=2S\mu x .$$

The left side is $B(B+2S)=B^2+2SB$. Dividing by $2S$ gives

$$R=B-\mu x=-\frac{B^2}{2S}.$$

The difference $E^2-S^2$ is also $B(E+S)$, so $B=2S\mu x/(E+S)$ and

$$R=-\frac{2S(\mu x)^2}{(E+S)^2}.$$

As $x\to0$, $E\to S$, and $R/x^2\to-2S\mu^2/(4S^2)=-\mu^2/(2S)$. The closed form is negative for every nonzero $x\ge-1$. If $x\le0$, then $E\le S$, so the denominator is at most $4S^2$ and the bound follows. For $x\ge0$ the same comparison reverses, giving $R\ge-(\mu x)^2/(2S)$, a companion that the file does not state.

For the Dirac–Coulomb ground state, let $a=Z\alpha$, where $Z$ is the nuclear charge number and $\alpha$ the fine-structure constant. For $0<a<1$ put $w=\sqrt{1-a^2}$ and $x=w-1$. Then $x(w+1)=-a^2$, so

$$\frac{R}{a^4}=-\frac{2S\mu^2}{(E+S)^2(w+1)^2}\to-\frac{\mu^2}{8S}\qquad(a\to0,\ a\neq0).$$

As a numerical check, with values chosen for easy arithmetic and not for a real atom, take $m=M=1$ and $x=-0.195$. Then $S=2$, $\mu=0.5$ and $E=\sqrt{3.61}=1.9$. Hence $R=-0.1+0.0975=-0.0025$, which equals $-B^2/4$. The leading term is about $-0.00238$, smaller in magnitude as the bound requires.

## The Lean file

```lean
import Mathlib

open Filter Topology

namespace DiracRecoil

noncomputable section

/-- The reduced mass of two particles of masses `m` and `M`, for `M + m ≠ 0`. -/
def reducedMass (m M : ℝ) : ℝ := m * M / (M + m)

/-- The energy (with `c = 1`) that the invariant-mass model assigns to a two-body system with Dirac
binding factor `x`, for a nonnegative expression under the root. -/
def twoBodyMass (m M x : ℝ) : ℝ := Real.sqrt ((M + m) ^ 2 + 2 * m * M * x)

/-- The recoil term: the two-body energy minus the rest masses and minus the binding
energy `μ x` obtained by reduced-mass substitution, for `M + m ≠ 0` and a nonnegative
expression under the root of the two-body energy. -/
def recoilTerm (m M x : ℝ) : ℝ :=
  twoBodyMass m M x - (M + m) - reducedMass m M * x

/-- For positive masses and `x ≥ -1`, the square of the two-body energy is
`m ^ 2 + M ^ 2 + 2 M m (1 + x)`. -/
theorem twoBodyMass_sq {m M x : ℝ} (hm : 0 < m) (hM : 0 < M) (hx : -1 ≤ x) :
    twoBodyMass m M x ^ 2 = m ^ 2 + M ^ 2 + 2 * M * (m * (1 + x)) := by
  have h1 : 0 ≤ m * M * (1 + x) := mul_nonneg (mul_pos hm hM).le (by linarith)
  unfold twoBodyMass
  rw [Real.sq_sqrt (by nlinarith [sq_nonneg m, sq_nonneg M])]
  ring

/-- For positive masses and `x ≥ -1`, the recoil term is exactly minus the square of the
two-body binding energy over twice the total mass. -/
theorem recoilTerm_eq_binding_sq {m M x : ℝ} (hm : 0 < m) (hM : 0 < M) (hx : -1 ≤ x) :
    recoilTerm m M x = -(twoBodyMass m M x - (M + m)) ^ 2 / (2 * (M + m)) := by
  have hS : M + m ≠ 0 := by positivity
  have hmu : reducedMass m M * (M + m) = m * M := div_mul_cancel₀ _ hS
  have h := twoBodyMass_sq hm hM hx
  unfold recoilTerm
  rw [eq_div_iff (by positivity)]
  linear_combination h - 2 * x * hmu

/-- For positive masses and `x ≥ -1`, the recoil term has a closed form with the factor
`(μ x) ^ 2` split off. -/
theorem recoilTerm_closed_form {m M x : ℝ} (hm : 0 < m) (hM : 0 < M) (hx : -1 ≤ x) :
    recoilTerm m M x =
      -(2 * (M + m) * (reducedMass m M * x) ^ 2) / (twoBodyMass m M x + (M + m)) ^ 2 := by
  have hS : M + m ≠ 0 := by positivity
  have hmu : reducedMass m M * (M + m) = m * M := div_mul_cancel₀ _ hS
  have hE : 0 ≤ twoBodyMass m M x := Real.sqrt_nonneg _
  -- the difference of squares relates the binding energy to `μ x`
  have hB : (twoBodyMass m M x - (M + m)) * (twoBodyMass m M x + (M + m)) =
      2 * (M + m) * (reducedMass m M * x) := by
    linear_combination twoBodyMass_sq hm hM hx - 2 * x * hmu
  rw [recoilTerm_eq_binding_sq hm hM hx, div_eq_div_iff (by positivity) (by positivity)]
  linear_combination (-((twoBodyMass m M x - (M + m)) * (twoBodyMass m M x + (M + m)) +
    2 * (M + m) * (reducedMass m M * x))) * hB

/-- For positive masses, the two-body energy tends to the sum of the rest masses as the
binding factor tends to zero. -/
theorem twoBodyMass_tendsto {m M : ℝ} (hm : 0 < m) (hM : 0 < M) :
    Tendsto (fun x => twoBodyMass m M x) (𝓝 0) (𝓝 (M + m)) := by
  have hc : Continuous (fun x => twoBodyMass m M x) := by
    unfold twoBodyMass
    fun_prop
  have h0 : twoBodyMass m M 0 = M + m := by
    unfold twoBodyMass
    rw [mul_zero, add_zero, Real.sqrt_sq (by positivity)]
  simpa only [h0] using hc.tendsto 0

/-- For positive masses, the recoil term divided by `x ^ 2` tends to `-μ ^ 2 / (2 (M + m))`
as the nonzero binding factor `x` tends to zero. -/
theorem recoilTerm_div_sq_tendsto {m M : ℝ} (hm : 0 < m) (hM : 0 < M) :
    Tendsto (fun x => recoilTerm m M x / x ^ 2) (𝓝[≠] 0)
      (𝓝 (-reducedMass m M ^ 2 / (2 * (M + m)))) := by
  have hv : -reducedMass m M ^ 2 / (2 * (M + m)) =
      -(2 * (M + m) * reducedMass m M ^ 2) / (M + m + (M + m)) ^ 2 := by
    rw [div_eq_div_iff (by positivity) (by positivity)]
    ring
  have hlim : Tendsto (fun x => -(2 * (M + m) * reducedMass m M ^ 2) /
      (twoBodyMass m M x + (M + m)) ^ 2) (𝓝 0)
      (𝓝 (-(2 * (M + m) * reducedMass m M ^ 2) / (M + m + (M + m)) ^ 2)) :=
    tendsto_const_nhds.div (((twoBodyMass_tendsto hm hM).add_const (M + m)).pow 2)
      (by positivity)
  rw [hv]
  refine (hlim.mono_left nhdsWithin_le_nhds).congr' ?_
  -- near zero the closed form applies and `x ^ 2` cancels
  filter_upwards [self_mem_nhdsWithin,
    nhdsWithin_le_nhds (Ioi_mem_nhds (show (-1 : ℝ) < 0 by norm_num))] with x hx0 hx1
  have hx : x ≠ 0 := hx0
  have hE : 0 ≤ twoBodyMass m M x := Real.sqrt_nonneg _
  rw [recoilTerm_closed_form hm hM (le_of_lt hx1), div_div,
    div_eq_div_iff (by positivity) (by positivity)]
  ring

/-- For positive masses and nonzero `x ≥ -1`, the recoil term is strictly negative. -/
theorem recoilTerm_neg {m M x : ℝ} (hm : 0 < m) (hM : 0 < M) (hx : -1 ≤ x) (h0 : x ≠ 0) :
    recoilTerm m M x < 0 := by
  have hmu : 0 < reducedMass m M := by
    unfold reducedMass
    positivity
  have hE : 0 ≤ twoBodyMass m M x := Real.sqrt_nonneg _
  rw [recoilTerm_closed_form hm hM hx]
  exact div_neg_of_neg_of_pos (neg_lt_zero.mpr (by positivity)) (by positivity)

/-- For positive masses and `-1 ≤ x ≤ 0`, the recoil term is at most its leading
approximation `-(μ x) ^ 2 / (2 (M + m))`. -/
theorem recoilTerm_le_leading {m M x : ℝ} (hm : 0 < m) (hM : 0 < M)
    (hx : -1 ≤ x) (h0 : x ≤ 0) :
    recoilTerm m M x ≤ -(reducedMass m M * x) ^ 2 / (2 * (M + m)) := by
  have hE : 0 ≤ twoBodyMass m M x := Real.sqrt_nonneg _
  -- for `x ≤ 0` the energy is at most the sum of the rest masses
  have hES : twoBodyMass m M x ≤ M + m := Real.sqrt_le_iff.mpr
    ⟨by positivity, by nlinarith [mul_nonneg (mul_pos hm hM).le (neg_nonneg.mpr h0)]⟩
  have h : (twoBodyMass m M x + (M + m)) ^ 2 ≤ (2 * (M + m)) ^ 2 :=
    pow_le_pow_left₀ (by positivity) (by linarith) 2
  rw [recoilTerm_closed_form hm hM hx, div_le_div_iff₀ (by positivity) (by positivity)]
  nlinarith [mul_le_mul_of_nonneg_left h (sq_nonneg (reducedMass m M * x))]

/-- For positive masses and the Dirac-Coulomb ground state, where `x = √(1 - a ^ 2) - 1`
with coupling `a = Z α`, the recoil term divided by `a ^ 4` tends to `-μ ^ 2 / (8 (M + m))`
as the nonzero coupling tends to zero. -/
theorem groundState_recoil_tendsto {m M : ℝ} (hm : 0 < m) (hM : 0 < M) :
    Tendsto (fun a : ℝ => recoilTerm m M (Real.sqrt (1 - a ^ 2) - 1) / a ^ 4) (𝓝[≠] 0)
      (𝓝 (-reducedMass m M ^ 2 / (8 * (M + m)))) := by
  have hw : Tendsto (fun a : ℝ => Real.sqrt (1 - a ^ 2)) (𝓝 0) (𝓝 1) := by
    have h : Continuous (fun a : ℝ => Real.sqrt (1 - a ^ 2)) := by fun_prop
    simpa using h.tendsto 0
  have hx : Tendsto (fun a : ℝ => Real.sqrt (1 - a ^ 2) - 1) (𝓝 0) (𝓝 0) := by
    have h := hw.sub_const 1
    rwa [sub_self] at h
  have hv : -reducedMass m M ^ 2 / (8 * (M + m)) =
      -(2 * (M + m) * reducedMass m M ^ 2) / ((M + m + (M + m)) * (1 + 1)) ^ 2 := by
    rw [div_eq_div_iff (by positivity) (by positivity)]
    ring
  have hlim : Tendsto (fun a : ℝ => -(2 * (M + m) * reducedMass m M ^ 2) /
      ((twoBodyMass m M (Real.sqrt (1 - a ^ 2) - 1) + (M + m)) *
        (Real.sqrt (1 - a ^ 2) + 1)) ^ 2) (𝓝 0)
      (𝓝 (-(2 * (M + m) * reducedMass m M ^ 2) / ((M + m + (M + m)) * (1 + 1)) ^ 2)) :=
    tendsto_const_nhds.div (((((twoBodyMass_tendsto hm hM).comp hx).add_const (M + m)).mul
      (hw.add_const 1)).pow 2) (by positivity)
  rw [hv]
  refine (hlim.mono_left nhdsWithin_le_nhds).congr' ?_
  filter_upwards [self_mem_nhdsWithin, nhdsWithin_le_nhds
    (Ioo_mem_nhds (show (-1 : ℝ) < 0 by norm_num) (show (0 : ℝ) < 1 by norm_num))]
    with a ha0 ha1
  have ha : a ≠ 0 := ha0
  have hsq : Real.sqrt (1 - a ^ 2) ^ 2 = 1 - a ^ 2 :=
    Real.sq_sqrt (by nlinarith [ha1.1, ha1.2])
  have hs : 0 ≤ Real.sqrt (1 - a ^ 2) := Real.sqrt_nonneg _
  rw [recoilTerm_closed_form hm hM (by linarith)]
  have hE : 0 ≤ twoBodyMass m M (Real.sqrt (1 - a ^ 2) - 1) := Real.sqrt_nonneg _
  generalize twoBodyMass m M (Real.sqrt (1 - a ^ 2) - 1) = E at hE ⊢
  generalize Real.sqrt (1 - a ^ 2) = w at hsq hs ⊢
  -- `a ^ 4` is the square of the binding factor `w - 1` times `w + 1`
  have h4 : a ^ 4 = ((w - 1) * (w + 1)) ^ 2 := by
    linear_combination (-(w ^ 2 - 1 - a ^ 2)) * hsq
  rw [div_div, div_eq_div_iff (by positivity) (by positivity)]
  linear_combination (-(2 * (M + m) * reducedMass m M ^ 2) * (E + (M + m)) ^ 2) * h4

end

end DiracRecoil
```

```lean
#print axioms DiracRecoil.twoBodyMass_tendsto
-- 'DiracRecoil.twoBodyMass_tendsto' depends on axioms: [propext, Classical.choice, Quot.sound]
#print axioms DiracRecoil.recoilTerm_div_sq_tendsto
-- 'DiracRecoil.recoilTerm_div_sq_tendsto' depends on axioms: [propext, Classical.choice, Quot.sound]
#print axioms DiracRecoil.recoilTerm_le_leading
-- 'DiracRecoil.recoilTerm_le_leading' depends on axioms: [propext, Classical.choice, Quot.sound]
#print axioms DiracRecoil.groundState_recoil_tendsto
-- 'DiracRecoil.groundState_recoil_tendsto' depends on axioms: [propext, Classical.choice, Quot.sound]
```

## Checked algebra and assumed physics

`twoBodyMass_sq` removes the square root after showing that its argument is nonnegative. `recoilTerm_eq_binding_sq` combines that relation with $\mu S=mM$ through `linear_combination`. In `recoilTerm_closed_form`, the step `hB` is the factorisation $B(E+S)=2S\mu x$.

For the main limit, `twoBodyMass_tendsto` supplies $E\to S$ by continuity. The proof takes the limit of the closed form with $x^2$ cancelled, then uses `congr'` to transfer it to $R/x^2$ for nonzero $x>-1$. `recoilTerm_neg` reads off the sign, and `recoilTerm_le_leading` uses $E\le S$. In `groundState_recoil_tendsto`, `h4` is the square of $x(w+1)=-a^2$.

These results hold for real numbers and all positive masses; they do not bound rounding error. The limits give no error estimate at a fixed $x$ or $Z$, and the inequality controls the leading approximation from one side only.

The two-body energy is a definition, not a consequence of a two-body wave equation or of the Breit interaction. The ground-state factor $\sqrt{1-a^2}$ is likewise inserted, for a point nucleus. Nuclear size, hyperfine structure, radiative corrections and recoil effects beyond this energy formula are absent, as are atoms with several electrons.
